# The 0-0 overlap of two identical displaced Morse wells is $\cosh(d/2)^{-2s}$

Let $x$ be the dimensionless stretching coordinate, measured from the potential minimum and running over the whole real line. For a real parameter $c > 1/2$, put $s = c - 1/2$ and

$$\psi(x) = \exp(-s x - c\,e^{-x}).$$

This is the unnormalised ground state of a Morse oscillator. For the potential $D(1 - e^{-a q})^2$, with well depth $D$, range parameter $a > 0$, reduced mass $\mu$ and bond displacement $q$, the dimensionless quantities are $x = a q$ and $c = \sqrt{2\mu D}/(\hbar a)$. The condition $c > 1/2$ says that the well is deep enough to hold a bound state.

The second well has the same shape and is displaced by a real number $d$, so its ground state is $\psi(x-d)$. Both states have the same squared norm, and the overlap of the normalised states is therefore

$$S(d) = \frac{\int_{\mathbb R} \psi(x)\,\psi(x-d)\,dx}{\int_{\mathbb R} \psi(x)^2\,dx}.$$

This is an amplitude. The 0-0 Franck-Condon factor is its square.

## Closed form and bounds

For $c > 1/2$ and every real $d$,

$$S(d) = \cosh(d/2)^{-2s}.$$

Consequently $S(d) < 1$ exactly when $d \neq 0$, and

$$e^{-s d^2/4} \;\le\; S(d) \;\le\; 2^{2s} e^{-s|d|}.$$

If the displacement is given as a length, $d/2$ is replaced by $a d/2$ in the closed form.

## A reference value for vibronic codes

A program that computes Franck-Condon overlaps by quadrature or in a basis can compare the absolute value of its 0-0 overlap with this formula (the phase of each computed eigenvector is arbitrary), provided that the model is one-dimensional and the two Morse wells differ only by a displacement.

Take $c = 3/2$, so $s = 1$, and $d = 2\ln 2$. Then $\cosh(\ln 2) = 5/4$ and $S = (4/5)^2 = 0.64$, which gives a Franck-Condon factor of $0.4096$. The integrals confirm this directly. With $y = e^{-x}$ and $e^{d} = 4$,

$$\int \psi^2\,dx = \int_0^\infty y\,e^{-3y}\,dy = \frac19, \qquad \int \psi(x)\psi(x-d)\,dx = \int_0^\infty 4y\,e^{-15y/2}\,dy = \frac{16}{225},$$

and the quotient is $16/25$. The bounds give $0.618 \le 0.64 \le 1$. At $d = 6\ln 2$ the overlap is $(16/65)^2 \approx 0.0606$; the upper bound, $0.0625$, is now close, while the Gaussian has dropped to about $0.013$.

## A shift that merges the two repulsive exponentials

The product of the two states is

$$\psi(x)\psi(x-d) = \exp\bigl(-s(2x-d) - c\,(e^{-x} + e^{-(x-d)})\bigr),$$

and the two exponentials in the exponent combine to

$$e^{-x} + e^{-(x-d)} = 2\,e^{-x} e^{d/2}\cosh(d/2).$$

Let $L = \ln\cosh(d/2)$ and replace $x$ by $x + d/2 + L$. The right-hand side becomes $2e^{-x}$, because $e^{-d/2-L}$ cancels the factor $e^{d/2}\cosh(d/2)$. The linear term becomes $-s(2x + 2L)$. Hence, at every $x$,

$$\psi(x + d/2 + L)\,\psi(x + d/2 + L - d) = e^{-2sL}\,\psi(x)^2 = \cosh(d/2)^{-2s}\,\psi(x)^2.$$

Integrate over $x$. A shift of the variable leaves an integral over the real line unchanged, so the numerator of $S(d)$ is $\cosh(d/2)^{-2s}\int\psi^2$.

It remains to see that $\int\psi^2$ is finite and positive. We have $\psi(x)^2 = \exp(-(2c-1)x - 2c\,e^{-x})$. Since $e^{-x} \ge 1 - x$, the exponent is at most $x - 2c \le x$, so $\psi^2 \le e^{x}$, which is integrable on $(-\infty, 0]$. Dropping the term $-2c\,e^{-x}$ gives $\psi^2 \le e^{-(2c-1)x}$, which is integrable on $(0,\infty)$ because $2c > 1$. The integrand is positive everywhere, so the integral is positive, and division gives the closed form.

For a displacement in length units, the integrals run over the bond displacement $q$. The substitution $x = a q$ produces the factor $1/|a|$ in both of them, and it cancels.

The remaining statements come from elementary facts about the hyperbolic cosine:

- $\cosh(d/2) > 1$ for $d \ne 0$, and the exponent $-2s$ is negative, so $S(d) < 1$. At $d = 0$ the overlap is 1.
- $\cosh(d/2) \le e^{d^2/8}$; raising this to the power $-2s$ gives the Gaussian lower bound.
- $\cosh(d/2) \ge \tfrac12 e^{|d|/2}$; the same power gives the exponential upper bound.

## The Lean file

```lean
import Mathlib

open MeasureTheory

namespace MorseFranckCondon

noncomputable section

/-- The unnormalised Morse ground state `exp (-s x - c exp (-x))` with `s = c - 1/2`,
in the dimensionless stretching coordinate `x`. -/
def morseGround (c x : ℝ) : ℝ :=
  Real.exp (-(c - 1 / 2) * x - c * Real.exp (-x))

/-- The normalised 0-0 overlap of two identical Morse wells displaced by `d`. -/
def overlap00 (c d : ℝ) : ℝ :=
  (∫ x, morseGround c x * morseGround c (x - d)) / ∫ x, morseGround c x ^ 2

/-- The product of two displaced Morse ground states is, after a shift of the coordinate,
a constant multiple of the undisplaced density. -/
theorem product_shift (c d x : ℝ) :
    morseGround c (x + (d / 2 + Real.log (Real.cosh (d / 2)))) *
      morseGround c (x + (d / 2 + Real.log (Real.cosh (d / 2))) - d) =
    Real.cosh (d / 2) ^ (-(2 * (c - 1 / 2))) * morseGround c x ^ 2 := by
  have hL := Real.exp_log (Real.cosh_pos (d / 2))
  rw [Real.rpow_def_of_pos (Real.cosh_pos (d / 2))]
  have hcosh := Real.cosh_eq (d / 2)
  generalize Real.log (Real.cosh (d / 2)) = L at hL ⊢
  have hsum : Real.exp (-(d / 2)) + Real.exp (d / 2) = 2 * Real.exp L := by
    rw [hL, hcosh]; ring
  have h1 : Real.exp (-(x + (d / 2 + L))) =
      Real.exp (-x) * Real.exp (-L) * Real.exp (-(d / 2)) := by
    rw [← Real.exp_add, ← Real.exp_add]; congr 1; ring
  have h2 : Real.exp (-(x + (d / 2 + L) - d)) =
      Real.exp (-x) * Real.exp (-L) * Real.exp (d / 2) := by
    rw [← Real.exp_add, ← Real.exp_add]; congr 1; ring
  have h3 : Real.exp (-L) * Real.exp L = 1 := by
    rw [← Real.exp_add]; simp
  -- the two repulsive exponentials merge into twice a single one
  have key : Real.exp (-(x + (d / 2 + L))) + Real.exp (-(x + (d / 2 + L) - d)) =
      2 * Real.exp (-x) := by
    rw [h1, h2]
    linear_combination Real.exp (-x) * Real.exp (-L) * hsum + 2 * Real.exp (-x) * h3
  unfold morseGround
  rw [sq, ← Real.exp_add, ← Real.exp_add, ← Real.exp_add]
  congr 1
  linear_combination (-c) * key

/-- The Morse ground state is square integrable when `c > 1/2`. -/
theorem integrable_density {c : ℝ} (hc : 1 / 2 < c) :
    Integrable (fun x => morseGround c x ^ 2) := by
  have hm : Continuous (fun x => morseGround c x ^ 2) := by
    unfold morseGround; fun_prop
  have hsq : ∀ x, morseGround c x ^ 2 =
      Real.exp (-(2 * c - 1) * x - 2 * c * Real.exp (-x)) := by
    intro x
    unfold morseGround
    rw [sq, ← Real.exp_add]; congr 1; ring
  -- domination on the repulsive side
  have hleft : ∀ x, ‖morseGround c x ^ 2‖ ≤ Real.exp x := by
    intro x
    rw [Real.norm_of_nonneg (sq_nonneg _), hsq]
    apply Real.exp_le_exp.mpr
    have h := mul_le_mul_of_nonneg_left (Real.add_one_le_exp (-x))
      (by linarith : (0 : ℝ) ≤ c)
    nlinarith
  -- domination on the dissociation side
  have hright : ∀ x, ‖morseGround c x ^ 2‖ ≤ Real.exp (-(2 * c - 1) * x) := by
    intro x
    rw [Real.norm_of_nonneg (sq_nonneg _), hsq]
    apply Real.exp_le_exp.mpr
    have h := mul_pos (by linarith : (0 : ℝ) < c) (Real.exp_pos (-x))
    linarith
  rw [← integrableOn_univ, ← Set.Iic_union_Ioi (a := (0 : ℝ)), integrableOn_union]
  constructor
  · exact Integrable.mono' (integrableOn_exp_Iic 0) hm.aestronglyMeasurable
      (Filter.Eventually.of_forall hleft)
  · exact Integrable.mono' (exp_neg_integrableOn_Ioi 0 (by linarith : 0 < 2 * c - 1))
      hm.aestronglyMeasurable (Filter.Eventually.of_forall hright)

/-- The squared norm of the Morse ground state is strictly positive when `c > 1/2`. -/
theorem norm_sq_pos {c : ℝ} (hc : 1 / 2 < c) : 0 < ∫ x, morseGround c x ^ 2 := by
  have hs : Function.support (fun x => morseGround c x ^ 2) = Set.univ := by
    ext x
    simp [morseGround]
  refine (integral_pos_iff_support_of_nonneg (fun x => sq_nonneg _)
    (integrable_density hc)).2 ?_
  rw [hs]
  simp

/-- The 0-0 overlap of two identical Morse wells displaced by `d` is
`cosh (d/2) ^ (-2s)` with `s = c - 1/2`. -/
theorem overlap00_eq {c : ℝ} (hc : 1 / 2 < c) (d : ℝ) :
    overlap00 c d = Real.cosh (d / 2) ^ (-(2 * (c - 1 / 2))) := by
  -- translation invariance turns the pointwise identity into one for the integrals
  have h : ∫ x, morseGround c x * morseGround c (x - d) =
      Real.cosh (d / 2) ^ (-(2 * (c - 1 / 2))) * ∫ x, morseGround c x ^ 2 := by
    rw [← integral_const_mul]
    refine (integral_add_right_eq_self
      (fun x => morseGround c x * morseGround c (x - d))
      (d / 2 + Real.log (Real.cosh (d / 2)))).symm.trans ?_
    exact integral_congr_ae (Filter.Eventually.of_forall fun x => product_shift c d x)
  unfold overlap00
  rw [h, mul_div_assoc, div_self (norm_sq_pos hc).ne', mul_one]

/-- For Morse wells with range parameter `a` and displacement `d` in length units,
the 0-0 overlap is `cosh (a d/2) ^ (-2s)` with `s = c - 1/2`. -/
theorem overlap_with_range {c a : ℝ} (hc : 1 / 2 < c) (ha : a ≠ 0) (d : ℝ) :
    (∫ x, morseGround c (a * x) * morseGround c (a * (x - d))) /
      (∫ x, morseGround c (a * x) ^ 2) =
    Real.cosh (a * d / 2) ^ (-(2 * (c - 1 / 2))) := by
  have h1 : ∫ x, morseGround c (a * x) * morseGround c (a * (x - d)) =
      |a⁻¹| * ∫ y, morseGround c y * morseGround c (y - a * d) := by
    simpa only [mul_sub, smul_eq_mul] using Measure.integral_comp_mul_left
      (fun y => morseGround c y * morseGround c (y - a * d)) a
  have h2 : ∫ x, morseGround c (a * x) ^ 2 = |a⁻¹| * ∫ y, morseGround c y ^ 2 := by
    simpa only [smul_eq_mul] using Measure.integral_comp_mul_left
      (fun y => morseGround c y ^ 2) a
  rw [h1, h2, mul_div_mul_left _ _ (abs_ne_zero.mpr (inv_ne_zero ha))]
  exact overlap00_eq hc (a * d)

/-- The 0-0 overlap is smaller than one exactly when the wells are displaced. -/
theorem overlap00_lt_one_iff {c : ℝ} (hc : 1 / 2 < c) (d : ℝ) :
    overlap00 c d < 1 ↔ d ≠ 0 := by
  rw [overlap00_eq hc]
  constructor
  · rintro h rfl
    simp at h
  · intro hd
    exact Real.rpow_lt_one_of_one_lt_of_neg
      (Real.one_lt_cosh.mpr (div_ne_zero hd two_ne_zero)) (by linarith)

/-- The 0-0 overlap is at least the Gaussian `exp (-s d²/4)` with `s = c - 1/2`. -/
theorem gaussian_le_overlap00 {c : ℝ} (hc : 1 / 2 < c) (d : ℝ) :
    Real.exp (-(c - 1 / 2) * d ^ 2 / 4) ≤ overlap00 c d := by
  rw [overlap00_eq hc, Real.rpow_def_of_pos (Real.cosh_pos (d / 2))]
  apply Real.exp_le_exp.mpr
  have h : Real.log (Real.cosh (d / 2)) ≤ (d / 2) ^ 2 / 2 :=
    (Real.log_le_iff_le_exp (Real.cosh_pos _)).2 (Real.cosh_le_exp_half_sq _)
  have h' := mul_le_mul_of_nonneg_left h (by linarith : (0 : ℝ) ≤ c - 1 / 2)
  linarith

/-- The 0-0 overlap is at most `2 ^ (2s) exp (-s |d|)` with `s = c - 1/2`. -/
theorem overlap00_le_exponential {c : ℝ} (hc : 1 / 2 < c) (d : ℝ) :
    overlap00 c d ≤ 2 ^ (2 * (c - 1 / 2)) * Real.exp (-(c - 1 / 2) * |d|) := by
  -- the hyperbolic cosine exceeds half of its growing exponential
  have hcosh : Real.exp (|d| / 2) / 2 ≤ Real.cosh (d / 2) := by
    have hp := Real.exp_pos (d / 2)
    have hn := Real.exp_pos (-(d / 2))
    rw [Real.cosh_eq]
    rcases abs_cases d with ⟨h, _⟩ | ⟨h, _⟩
    · rw [h]; linarith
    · rw [h, neg_div]; linarith
  have hlog : |d| / 2 - Real.log 2 ≤ Real.log (Real.cosh (d / 2)) := by
    rw [Real.le_log_iff_exp_le (Real.cosh_pos _), Real.exp_sub,
      Real.exp_log (by norm_num : (0 : ℝ) < 2)]
    exact hcosh
  rw [overlap00_eq hc, Real.rpow_def_of_pos (Real.cosh_pos (d / 2)),
    Real.rpow_def_of_pos (by norm_num : (0 : ℝ) < 2), ← Real.exp_add]
  apply Real.exp_le_exp.mpr
  have h' := mul_le_mul_of_nonneg_left hlog (by linarith : (0 : ℝ) ≤ c - 1 / 2)
  linarith

end

end MorseFranckCondon
```

```lean
#print axioms MorseFranckCondon.overlap00_eq
#print axioms MorseFranckCondon.overlap_with_range
#print axioms MorseFranckCondon.gaussian_le_overlap00
#print axioms MorseFranckCondon.overlap00_le_exponential
```

```
'MorseFranckCondon.overlap00_eq' depends on axioms: [propext, Classical.choice, Quot.sound]
'MorseFranckCondon.overlap_with_range' depends on axioms: [propext, Classical.choice, Quot.sound]
'MorseFranckCondon.gaussian_le_overlap00' depends on axioms: [propext, Classical.choice, Quot.sound]
'MorseFranckCondon.overlap00_le_exponential' depends on axioms: [propext, Classical.choice, Quot.sound]
```

## How the Lean proof follows the shift

`product_shift` is the pointwise identity. It replaces the logarithm by a symbol `L` and keeps only the relation $e^L = \cosh(d/2)$. The steps `h1` and `h2` factor the shifted exponentials, and `key` states that their sum is $2e^{-x}$. Once both sides are single exponentials, `congr 1` reduces the goal to equality of the exponents, which follows from `key` multiplied by $-c$.

`integrable_density` proves the two dominations, `hleft` and `hright`, and joins the half-lines at zero. `norm_sq_pos` obtains positivity from the fact that $\psi^2$ vanishes nowhere. `overlap00_eq` applies translation invariance through `integral_add_right_eq_self`, inserts the pointwise identity and divides. `overlap_with_range` adds the change of variable. The last three theorems rewrite the overlap with the closed form and use the facts about $\cosh$ listed above, the two bounds by comparing exponents.

## What the theorems say about a molecule

`morseGround c x` is $\psi(x)$, and `overlap00 c d` is $S(d)$, with integrals over all of $\mathbb R$. The main theorem, `overlap00_eq`, reads: if $c > 1/2$, then for every real $d$ the overlap equals $\cosh(d/2)$ raised to the real power $-2(c - 1/2)$. No integrality of $2s$ is needed.

In `overlap_with_range`, `x` and `d` are lengths and `a` is any nonzero real number; physically it is positive. There `c` and `a` are independent parameters, so a code that changes $a$ at fixed $D$ and $\mu$ has to recompute $c$ from its definition.

The file takes $\psi$ as its definition of the ground state; that this function solves the Schrödinger equation for the Morse potential is a physical input, not one of the theorems. The coordinate also extends to arbitrarily negative $x$, whereas a bond length stops at zero, so the model's wavefunction has a tail at negative bond lengths, which have no physical meaning.

The result concerns one vibrational coordinate and the lowest level of each well. Wells with different depths or ranges, excited levels, mode mixing and the coordinate dependence of the electronic transition moment lie beyond it. It is a statement about exact real numbers, so the quadrature and rounding errors of a program have to be assessed separately.

## Failure at the threshold $c = 1/2$

At $c = 1/2$ we have $s = 0$ and $\psi(x)^2 = \exp(-e^{-x})$. For $x \ge 0$ this is at least $e^{-1}$, so the norm integral diverges and there is no normalised state to overlap. The formula would give 1 for every displacement. Lean assigns the value 0 to a divergent integral and to division by zero, so `overlap00 (1/2) d` is 0 and the equation is false there.
